# Curvature bounds on the polarisation slope of the spin factor for exponents between 1 and 2

The spin factor `((1+z)^p + (1-z)^p)/2` gives the dependence on relative spin polarisation `z` of the uniform electron gas's non-interacting kinetic energy (`p = 5/3`) and exchange energy (`p = 4/3`) at fixed total density. The theorem `spinSlope_bounds` states that, for `1 < p < 2` and `0 ≤ z < 1`, the slope of this factor is at least `z` times its curvature at zero polarisation and at most `z` times its curvature at `z`. The proof first shows that the curvature does not decrease as the polarisation grows from zero. Each bound then follows because the difference of its two sides vanishes at `z = 0` and has a nonnegative derivative on `[0,1)`.

In Lean, a first try:

```lean
import Mathlib

open Set Filter Topology

namespace SpinSlopeBounds

noncomputable section

/-- The spin factor `((1+z)^p + (1-z)^p)/2` at relative polarisation `z`, for `|z| < 1`, or
for `|z| ≤ 1` when `p > 0`. -/
def spinFactor (p z : ℝ) : ℝ := ((1 + z) ^ p + (1 - z) ^ p) / 2

/-- The slope `p ((1+z)^(p-1) - (1-z)^(p-1))/2` of the spin factor, for `|z| < 1`. -/
def spinSlope (p z : ℝ) : ℝ := p * ((1 + z) ^ (p - 1) - (1 - z) ^ (p - 1)) / 2

/-- A function that vanishes at zero polarisation and has nonnegative derivative on `[0,1)`
is nonnegative there. -/
theorem nonneg_of_slope {f f' : ℝ → ℝ} (h0 : f 0 = 0)
    (hd : ∀ x, 0 ≤ x → x < 1 → HasDerivAt f (f' x) x)
    (hp : ∀ x, 0 ≤ x → x < 1 → 0 ≤ f' x) {z : ℝ} (hz : 0 ≤ z) (hz1 : z < 1) :
    0 ≤ f z := by
  have m : MonotoneOn f (Ico 0 1) := by
    apply monotoneOn_of_deriv_nonneg (convex_Ico 0 1)
    · intro x hx
      exact (hd x hx.1 hx.2).continuousAt.continuousWithinAt
    · intro x hx
      have hx' := interior_subset hx
      exact (hd x hx'.1 hx'.2).differentiableAt.differentiableWithinAt
    · intro x hx
      have hx' := interior_subset hx
      rw [(hd x hx'.1 hx'.2).deriv]
      exact hp x hx'.1 hx'.2
  have h := m ⟨le_rfl, zero_lt_one⟩ ⟨hz, hz1⟩ hz
  rwa [h0] at h

/-- For `|z| < 1` the spin factor has derivative `spinSlope`, whose own derivative is
`p (p-1)` times the spin factor of exponent `p - 2`. -/
theorem hasDerivAt_spin (p : ℝ) {z : ℝ} (hz : |z| < 1) :
    HasDerivAt (spinFactor p) (spinSlope p z) z ∧
      HasDerivAt (spinSlope p) (p * (p - 1) * spinFactor (p - 2) z) z := by
  obtain ⟨h1, h2⟩ := abs_lt.mp hz
  have hp : 0 < 1 + z := by linarith
  have hm : 0 < 1 - z := by linarith
  have a (q : ℝ) : HasDerivAt (fun x : ℝ => (1 + x) ^ q) (q * (1 + z) ^ (q - 1)) z :=
    (((hasDerivAt_id' z).const_add 1).rpow_const (p := q) (Or.inl hp.ne')).congr_deriv
      (by ring)
  have b (q : ℝ) : HasDerivAt (fun x : ℝ => (1 - x) ^ q) (-(q * (1 - z) ^ (q - 1))) z :=
    (((hasDerivAt_id' z).const_sub 1).rpow_const (p := q) (Or.inl hm.ne')).congr_deriv
      (by ring)
  constructor
  · exact (((a p).fun_add (b p)).div_const 2).congr_deriv (by unfold spinSlope; ring)
  · refine ((((a (p - 1)).fun_sub (b (p - 1))).const_mul p).div_const 2).congr_deriv ?_
    rw [show p - 1 - 1 = p - 2 by ring]
    unfold spinFactor
    ring

/-- For `1 < p < 2` and `0 ≤ z < 1`, the slope of the spin factor lies between `z` times its
curvature at zero and `z` times its curvature at `z`. -/
theorem spinSlope_bounds {p z : ℝ} (h1 : 1 < p) (h2 : p < 2) (hz : 0 ≤ z) (hz1 : z < 1) :
    p * (p - 1) * z ≤ spinSlope p z ∧
      spinSlope p z ≤ z * (p * (p - 1) * spinFactor (p - 2) z) := by
  have hc : 0 ≤ p * (p - 1) := mul_nonneg (by linarith) (by linarith)
  have ab {x : ℝ} (hx : 0 ≤ x) (hx1 : x < 1) : |x| < 1 := by rwa [abs_of_nonneg hx]
  -- the curvature increases with polarisation
  have hs : ∀ x, 0 ≤ x → x < 1 → 0 ≤ spinSlope (p - 2) x := by
    intro x hx hx1
    have h : (1 + x) ^ (p - 2 - 1) ≤ (1 - x) ^ (p - 2 - 1) :=
      Real.rpow_le_rpow_of_exponent_nonpos (by linarith) (by linarith) (by linarith)
    unfold spinSlope
    have := mul_nonneg_of_nonpos_of_nonpos (sub_nonpos.mpr h2.le) (sub_nonpos.mpr h)
    linarith
  have hF : ∀ x, 0 ≤ x → x < 1 → 0 ≤ spinFactor (p - 2) x - 1 := fun x hx hx1 =>
    nonneg_of_slope (f := fun y => spinFactor (p - 2) y - 1) (by norm_num [spinFactor])
      (fun y hy hy1 => (hasDerivAt_spin (p - 2) (ab hy hy1)).1.sub_const 1) hs hx hx1
  constructor
  · have h := nonneg_of_slope (f := fun y => spinSlope p y - p * (p - 1) * y)
      (f' := fun y => p * (p - 1) * (spinFactor (p - 2) y - 1))
      (by norm_num [spinSlope])
      (fun y hy hy1 => ((hasDerivAt_spin p (ab hy hy1)).2.fun_sub
        ((hasDerivAt_id' y).const_mul (p * (p - 1)))).congr_deriv (by ring))
      (fun y hy hy1 => mul_nonneg hc (hF y hy hy1)) hz hz1
    exact sub_nonneg.mp h
  · have h := nonneg_of_slope
      (f := fun y => y * (p * (p - 1) * spinFactor (p - 2) y) - spinSlope p y)
      (f' := fun y => p * (p - 1) * (y * spinSlope (p - 2) y))
      (by norm_num [spinSlope])
      (fun y hy hy1 => (((hasDerivAt_id' y).fun_mul
        ((hasDerivAt_spin (p - 2) (ab hy hy1)).1.const_mul (p * (p - 1)))).fun_sub
        (hasDerivAt_spin p (ab hy hy1)).2).congr_deriv (by ring))
      (fun y hy hy1 => mul_nonneg hc (mul_nonneg hy (hs y hy hy1))) hz hz1
    exact sub_nonneg.mp h

end

end SpinSlopeBounds
```

The error:

```
Main.lean:68:6: error(lean.unknownIdentifier): Unknown constant `Real.rpow_le_rpow_of_exponent_nonpos`
```

Fix (accepted with no message):

```diff
@@ -66,5 +66,5 @@
     intro x hx hx1
     have h : (1 + x) ^ (p - 2 - 1) ≤ (1 - x) ^ (p - 2 - 1) :=
-      Real.rpow_le_rpow_of_exponent_nonpos (by linarith) (by linarith) (by linarith)
+      Real.rpow_le_rpow_of_nonpos (by linarith) (by linarith) (by linarith)
     unfold spinSlope
     have := mul_nonneg_of_nonpos_of_nonpos (sub_nonpos.mpr h2.le) (sub_nonpos.mpr h)
```

What went wrong. The message says that Lean knows no constant named `Real.rpow_le_rpow_of_exponent_nonpos`: the name is declared neither in the file nor in the Mathlib it imports. The proof calls it for the step `(1 + x) ^ (p - 2 - 1) ≤ (1 - x) ^ (p - 2 - 1)`, which says that a power with a nonpositive exponent does not increase as its positive base grows. The inequality itself is sound; only the reference to a lemma for it fails.

The diff puts `Real.rpow_le_rpow_of_nonpos` in its place, which is the Mathlib lemma for this fact. It asks for three things: that the smaller base is positive, that the bases are in order, and that the exponent is at most zero. Here these are `0 < 1 - x`, `1 - x ≤ 1 + x` and `p - 2 - 1 ≤ 0`, and `linarith` proves each from `0 ≤ x`, `x < 1` and `p < 2`. The three arguments can therefore stay as they were, and the name is the only change.
